# Over a field with 2 ≠ 0, exchange antisymmetry forces a node wherever the two exchanged coordinates coincide

A many-particle wavefunction is treated here as a plain function on labelled configurations. A configuration x assigns to each particle label k a point x_k of a one-particle space X, and the wavefunction ψ assigns to each configuration a scalar ψ(x). No geometry is assumed on X. It may be ordinary space, a finite lattice, or the set of pairs (position, spin). For electrons the last reading is the useful one: two coordinates coincide when both position and spin projection agree, so two electrons of opposite spin at the same place don't count as coincident.

The wavefunction has a definite value at every configuration. This differs from the Hilbert space of square-integrable functions, whose elements are fixed only up to sets of measure zero. In continuous space the coincidences form such a set, so a statement about values there concerns a chosen function, for example a continuous one.

The scalars are also left general. Real and complex numbers are included, but so are fields in which 1 + 1 = 0, and this makes visible the one place where the familiar argument divides by two.

## Configurations, exchange and antisymmetry

```lean
import Mathlib

open Equiv

namespace ExchangeNodes

variable {ι X R K : Type*} [DecidableEq ι] [CommRing R] [Field K]
```

The `variable` line fixes the notation. The type `ι` holds the particle labels, `X` is the one-particle space, `R` is a commutative ring of scalars and `K` is a field of scalars. Results that need no division are stated over `R`, the others over `K`. The number of particles is not yet required to be finite.

```lean
/-- The configuration obtained from `x` by exchanging the coordinates of particles `i` and `j`. -/
def exchange (i j : ι) (x : ι → X) : ι → X := x ∘ swap i j
```

The type `ι → X` is the type of configurations, and Lean writes `x i` for x_i. The permutation `swap i j` interchanges the labels i and j and fixes all others. Composing x with it gives a new configuration x′ with

x′_i = x_j, x′_j = x_i, and x′_k = x_k for every other k.

This is the usual exchange of two particles' coordinates.

```lean
/-- The function `ψ` changes sign when the coordinates of particles `i` and `j` are exchanged. -/
def AntisymmetricUnder (i j : ι) (ψ : (ι → X) → R) : Prop :=
  ∀ x, ψ (exchange i j x) = -ψ x
```

A definition ending in `Prop` introduces a statement that may be true or false of its arguments. This one says that, for every configuration x, with x′ the exchanged configuration,

ψ(x′) = −ψ(x).

Only the one pair i, j is involved. For fermions this sign rule is a postulate about identical particles, and it enters as an assumption; no link between spin and statistics is derived.

```lean
/-- The function `ψ` changes sign under the exchange of any two distinct particles. -/
def IsFermionic (ψ : (ι → X) → R) : Prop :=
  ∀ i j, i ≠ j → AntisymmetricUnder i j ψ
```

Here the sign rule is required for every pair of distinct labels, which is total antisymmetry. The condition `i ≠ j` matters, because exchanging a particle with itself does nothing, and a sign change would then demand ψ(x) = −ψ(x) everywhere. With a single particle there are no distinct pairs, and every function satisfies the definition.

```lean
/-- The unnormalised Slater determinant of the orbitals `φ`, with one row for each particle
and one column for each orbital. -/
def slater [Fintype ι] (φ : ι → X → R) (x : ι → X) : R :=
  (Matrix.of fun a b => φ b (x a) : Matrix ι ι R).det
```

For a finite set of labels, `[Fintype ι]`, and one orbital φ_b for each label b, this is the determinant of the matrix M with entries

M(a, b) = φ_b(x_a).

Rows belong to particles and columns to orbitals. The usual prefactor 1/√(N!) for N particles is left out, since it need not make sense in a general ring. Over the real or complex numbers it changes neither the sign rule nor the nodes.

## The node at a coincidence

```lean
/-- Exchanging two particles that sit at the same point leaves the configuration unchanged. -/
theorem exchange_eq_self {i j : ι} {x : ι → X} (h : x i = x j) : exchange i j x = x := by
  funext k
  simp only [exchange, Function.comp_apply, swap_apply_def]
  split_ifs with h1 h2
  · rw [h1, h]
  · rw [h2, h]
  · rfl
```

A theorem in Lean consists of a name, hypotheses, a colon, the conclusion, and a proof after `:=`. The hypothesis `h` says x_i = x_j, and the conclusion is that the exchanged configuration x′ equals x.

By hand, one compares coordinates. At label i, x′_i = x_j = x_i. At label j, x′_j = x_i = x_j. At any other label nothing has moved. The proof has the same shape: `funext k` reduces equality of configurations to equality at an arbitrary label k, and `split_ifs` separates the cases k = i, k = j and neither. The first two are settled by the hypothesis, and the third is true as it stands.

```lean
/-- Over a field in which `2 ≠ 0`, a function antisymmetric under the exchange of particles
`i` and `j` vanishes wherever their coordinates coincide. -/
theorem vanishes_at_coincidence (h2 : (2 : K) ≠ 0) {i j : ι} {ψ : (ι → X) → K}
    (hψ : AntisymmetricUnder i j ψ) {x : ι → X} (hx : x i = x j) : ψ x = 0 := by
  have h := hψ x
  -- the exchange does nothing to `x`, so `ψ x` equals its own negative
  rw [exchange_eq_self hx] at h
  have h' : 2 * ψ x = 0 := by linear_combination h
  exact (mul_eq_zero.mp h').resolve_left h2
```

This is the central result. If 2 ≠ 0 in K, if ψ changes sign under exchange of i and j, and if x_i = x_j, then ψ(x) = 0. The argument by hand takes four lines:

ψ(x′) = −ψ(x), by antisymmetry;

ψ(x) = −ψ(x), because x′ = x;

2ψ(x) = 0, after adding ψ(x) to both sides;

ψ(x) = 0, because 2 ≠ 0 and K is a field.

In the proof, `hψ x` supplies the first line and `rw` replaces the exchanged configuration by x, which gives the second. The tactic `linear_combination h` does the algebra for the third. Finally, `mul_eq_zero` says that a vanishing product in a field has a vanishing factor, and `resolve_left h2` rules out the factor 2.

For real or complex wavefunctions the condition 2 ≠ 0 always holds. The theorem is then the coordinate form of the Pauli principle: an antisymmetric wavefunction, here any function with definite pointwise values, gives zero amplitude for two electrons with the same position and spin. Nothing about a Hamiltonian, an energy or an orbital approximation is used, so the statement applies to correlated wavefunctions as much as to single determinants.

The field property does real work in the last line. In the integers modulo 4, which are not a field, 2 ≠ 0 and yet 2 = −2. The constant function 2 is therefore antisymmetric there and has no zero.

## Scalars in which a sign change is invisible

```lean
/-- Over `ZMod 2` the constant function `1` is antisymmetric under the exchange of any two distinct
particles and is nowhere zero. -/
theorem constant_one_zmod_two :
    IsFermionic (fun _ : ι → X => (1 : ZMod 2)) ∧
      ∀ x : ι → X, (fun _ : ι → X => (1 : ZMod 2)) x ≠ 0 := by
  refine ⟨fun i j _ x => ?_, fun x => ?_⟩
  · show (1 : ZMod 2) = -1
    decide
  · show (1 : ZMod 2) ≠ 0
    decide
```

The type `ZMod 2` is the field with two elements, 0 and 1, where 1 + 1 = 0 and so −1 = 1. The theorem is a conjunction, written `∧`: the constant function 1 is totally antisymmetric, and its value is nonzero at every configuration.

By hand, antisymmetry of the constant function reads 1 = −1, which is true modulo 2, and the second half reads 1 ≠ 0. In the proof, `show` restates each goal in this reduced form and `decide` settles it by computation.

This is the counter-example that appears when the hypothesis 2 ≠ 0 is dropped from the previous theorem. With two particles on a single site, the only configuration is a coincidence, and the antisymmetric function 1 does not vanish there.

```lean
/-- If `X` has at least one point, antisymmetry under the exchange of `i` and `j` forces a node at
every coincidence `x i = x j` exactly when `2 ≠ 0` in the field of scalars. -/
theorem coincidence_nodes_iff_two_ne_zero [Nonempty X] (i j : ι) :
    (∀ ψ : (ι → X) → K, AntisymmetricUnder i j ψ → ∀ x, x i = x j → ψ x = 0) ↔
      (2 : K) ≠ 0 := by
  constructor
  · intro h h2
    obtain ⟨p⟩ := ‹Nonempty X›
    -- if `2 = 0`, the constant function `1` is antisymmetric
    have hanti : AntisymmetricUnder i j (fun _ : ι → X => (1 : K)) := by
      intro x
      show (1 : K) = -1
      linear_combination h2
    exact one_ne_zero (h _ hanti (fun _ => p) rfl)
  · intro h2 ψ hψ x hx
    exact vanishes_at_coincidence h2 hψ hx
```

The example extends to an equivalence. Fix the field K and two labels i and j, and let X have at least one point. Then every function antisymmetric under the exchange of i and j vanishes at every configuration with x_i = x_j if and only if 2 ≠ 0 in K.

The direction from right to left is the central theorem. For the other direction, suppose that all these nodes are forced and that nevertheless 2 = 0. Then

1 − (−1) = 2 = 0,

so 1 = −1, and the constant function 1 is antisymmetric. Choose a point p of X and put every particle there. This configuration has x_i = x_j = p, so the assumption gives 1 = 0, which is false in a field.

In the proof, `constructor` splits the equivalence into its two directions, and `obtain ⟨p⟩` extracts the point p. The term `fun _ => p` is the configuration with all particles at p. The requirement `[Nonempty X]` is needed for this step: with no points there are no configurations, and the left side would hold for every K.

## Slater determinants

```lean
section Slater

variable [Fintype ι]

/-- A Slater determinant changes sign under the exchange of any two distinct particles. -/
theorem slater_isFermionic (φ : ι → X → R) : IsFermionic (slater φ) := by
  intro i j hij x
  -- exchanging two particles exchanges two rows
  show ((Matrix.of fun a b => φ b (x a) : Matrix ι ι R).submatrix (swap i j) id).det =
    -(Matrix.of fun a b => φ b (x a) : Matrix ι ι R).det
  rw [Matrix.det_permute, Perm.sign_swap hij]
  simp
```

From here on the number of particles is finite. The theorem says that every Slater determinant, over any commutative ring, changes sign under the exchange of two distinct particles.

By hand, exchanging x_i and x_j exchanges rows i and j of M and leaves the other rows alone. A determinant changes sign when two rows are exchanged, so the exchanged configuration x′ gives

det M′ = −det M,

where M′ is the matrix at x′. The `show` line writes M′ as M with its rows permuted by `swap i j`. The library fact `Matrix.det_permute` extracts the sign of the permutation as a factor, and `Perm.sign_swap hij` evaluates that sign as −1 because i ≠ j.

```lean
/-- A Slater determinant vanishes when two distinct particles coincide, over any commutative
ring of scalars, including those of characteristic 2. -/
theorem slater_vanishes_at_coincidence (φ : ι → X → R) {i j : ι} (hij : i ≠ j)
    {x : ι → X} (hx : x i = x j) : slater φ x = 0 := by
  unfold slater
  apply Matrix.det_zero_of_row_eq hij
  funext b
  show φ b (x i) = φ b (x j)
  rw [hx]
```

If two distinct particles coincide, the Slater determinant vanishes, and this time there is no condition on 2. The sign rule alone would not give this in characteristic 2, so the proof takes another route: x_i = x_j means that φ_b(x_i) = φ_b(x_j) for every b, so two rows of M are equal.

That equal rows give a zero determinant can be seen from the permutation sum

det M = Σ_σ sgn(σ) ∏_a M(a, σ(a)).

Pair each permutation σ with the one obtained by first exchanging i and j and then applying σ. The two products agree because rows i and j agree, while the two signs are opposite, so the terms cancel in pairs. No division is involved. The Lean proof uses the library form of this fact, `Matrix.det_zero_of_row_eq`, and then checks the equality of the rows entry by entry.

The hypothesis `i ≠ j` is needed. For one particle and one orbital that is constantly 1, the determinant is 1, although x_i = x_i holds trivially.

## No further nodes common to all antisymmetric functions

```lean
/-- If no two particles of `x` coincide, the Slater determinant of the orbitals localised at
the points of `x` takes the value `1` at `x`. -/
theorem slater_localised [DecidableEq X] {x : ι → X} (hx : Function.Injective x) :
    slater (fun b r => if r = x b then (1 : R) else 0) x = 1 := by
  have h : (Matrix.of fun a b => if x a = x b then (1 : R) else 0 : Matrix ι ι R) = 1 := by
    ext a b
    simp [Matrix.one_apply, hx.eq_iff]
  unfold slater
  rw [h, Matrix.det_one]
```

The word `Function.Injective` applied to a configuration means that different labels sit at different points, so there are no coincidences. For such an x, choose for each label b the orbital that is 1 at the point x_b and 0 elsewhere. The matrix at x has entries

M(a, b) = 1 if x_a = x_b, and 0 otherwise.

Since the points are distinct, x_a = x_b holds only for a = b. The matrix is therefore the identity, and its determinant is 1. With the usual prefactor, over the real or complex numbers, the value would be 1/√(N!), which is still nonzero. In the proof, the statement `h` identifies the matrix with the identity, and `Matrix.det_one` evaluates the determinant.

On a lattice these orbitals are ordinary site states. In continuous space they are spikes at single points, suitable for a statement about all functions but not as physical states. Narrow continuous bumps of height 1 with disjoint supports would give the same identity matrix.

```lean
/-- For finitely many particles and a field in which `2 ≠ 0`, all totally antisymmetric functions
vanish at the configuration `x` exactly when two distinct particles of `x` coincide. -/
theorem common_node_iff_coincidence (h2 : (2 : K) ≠ 0) (x : ι → X) :
    (∀ ψ : (ι → X) → K, IsFermionic ψ → ψ x = 0) ↔ ∃ i j, i ≠ j ∧ x i = x j := by
  classical
  constructor
  · intro h
    by_contra hno
    have hinj : Function.Injective x := by
      intro i j hij
      by_contra hne
      exact hno ⟨i, j, hne, hij⟩
    -- the determinant of localised orbitals is antisymmetric but equals `1` at `x`
    have h0 := h _ (slater_isFermionic (fun b r => if r = x b then (1 : K) else 0))
    rw [slater_localised hinj] at h0
    exact one_ne_zero h0
  · rintro ⟨i, j, hne, hij⟩ ψ hψ
    exact vanishes_at_coincidence h2 (hψ i j hne) hij

end Slater

end ExchangeNodes
```

The last theorem characterises the nodes shared by all totally antisymmetric functions. For a finite number of particles and a field with 2 ≠ 0, every such function vanishes at x if and only if x has two distinct labels i and j with x_i = x_j.

If there is a coincidence, the central theorem applied to that pair gives the node. Conversely, suppose that every totally antisymmetric function vanishes at x, but that x has no coincidence. The determinant of orbitals localised at the points of x is totally antisymmetric, so it must vanish at x. It also equals 1 there, which gives 1 = 0, a contradiction.

The proof follows this order. The tactic `by_contra hno` assumes that there is no coincidence, and `hinj` turns this into injectivity. The line `h0` records that the localised determinant vanishes, and rewriting with `slater_localised` turns it into 1 = 0. In the other direction, `rintro` unpacks the coincident pair. With one particle both sides of the equivalence are false, as they should be: no pair exists, and the constant function 1 is allowed.

For fixed-node quantum Monte Carlo, the theorem separates two kinds of node, within its setting of arbitrary functions of finitely many particles. The coincidences are common to all antisymmetric functions, whereas at any other zero of a trial wavefunction some other antisymmetric function is nonzero, so exchange symmetry alone does not fix where that zero lies. Further zeros must still exist for a real continuous wavefunction with two or more electrons of equal spin in three dimensions: exchanging two of them reverses the sign, and the exchange can be carried out along a path without coincidences, on which the wavefunction must vanish somewhere.

```lean
#print axioms ExchangeNodes.constant_one_zmod_two
#print axioms ExchangeNodes.coincidence_nodes_iff_two_ne_zero
#print axioms ExchangeNodes.slater_vanishes_at_coincidence
#print axioms ExchangeNodes.common_node_iff_coincidence
```

```
'ExchangeNodes.constant_one_zmod_two' depends on axioms: [propext, Classical.choice, Quot.sound]
'ExchangeNodes.coincidence_nodes_iff_two_ne_zero' depends on axioms: [propext, Classical.choice, Quot.sound]
'ExchangeNodes.slater_vanishes_at_coincidence' depends on axioms: [propext, Classical.choice, Quot.sound]
'ExchangeNodes.common_node_iff_coincidence' depends on axioms: [propext, Classical.choice, Quot.sound]
```
